# The product of (1 + S)/2 over finitely many commuting Hermitian involutions is the orthogonal projector onto their common +1 eigenspace

## Two parity checks on a pair of qubits

Two qubits are tested by measuring the observables $X\otimes X$ and $Z\otimes Z$. Each has the possible outcomes $+1$ and $-1$, and the two commute. Which states give $+1$ in both tests with certainty, and which operator takes an arbitrary state to its component among them?

For one observable $S$ with $S^\dagger=S$ and $S^2=1$, the operator $(1+S)/2$ selects the outcome $+1$. For a list $S_1,\dots,S_k$ the natural candidate is the product
$$P=E_1E_2\cdots E_k,\qquad E_j=\tfrac12(1+S_j).$$

If the $S_j$ are the commuting Pauli generators of a stabilizer code, this $P$ is the projector onto its code space. If they are mutually commuting symmetries of a qubit Hamiltonian from electronic structure, each Hermitian and with square one, like the parity $(-1)^{N_e}$ of the electron number $N_e$, then $P$ projects onto the symmetry sector in which every $S_j$ has the value $+1$. For a sector in which some $S_j$ has the value $-1$, that $S_j$ is replaced by $-S_j$.

## The claim and its Lean reading

Let the $S_j$ be pairwise commuting Hermitian involutions on $\mathbb C^d$. Then $P^\dagger=P$, $P^2=P$, and $Pv=v$ holds exactly when $S_jv=v$ for all $j$. This is `codeProjector_spec`, whose three parts appear in that order.

- The finite type `n` labels the basis states, and $d$ is `Fintype.card n`. For $N$ qubits $d=2^N$, but any finite $d$ is allowed.
- An operator is a `Matrix n n ℂ`. A state is a vector of amplitudes `n → ℂ`, not required to be normalised, and `S *ᵥ v` is $Sv$.
- `StabilizerGenerators L` says that the matrices in the list `L` are Hermitian, square to one and commute. The name is wider than in textbooks: the matrices need not be Pauli strings, and they may be redundant.
- `halfSum S` is $(1+S)/2$, and `codeProjector L` is the product in list order. The empty list gives $P=1$.
- `codeSpace L` is the subspace of common $+1$ eigenvectors. It may be zero.

Two further theorems concern the size of this space. If $-1$ is a product of generators, repetitions allowed, then $P=0$ (`codeProjector_eq_zero`). If every product over a nonempty sublist of the $k$ generators is traceless, then $\dim(\text{code space})\cdot 2^k=d$ (`finrank_codeSpace`). The trace condition stands for independence of the checks: a product of commuting Pauli strings is traceless unless it is $\pm1$, so for them the condition says that no nonempty selection of checks multiplies to $\pm1$.

The step from these matrices to a laboratory is the measurement postulate: an ideal measurement of all the $S_j$ with outcomes $+1$ leaves the normalised state $Pv/\lVert Pv\rVert$, provided $Pv\neq0$. A noisy apparatus need not act in this way.

## Absorbing a generator

Since $S_j^2=1$,
$$S_jE_j=\tfrac12(S_j+S_j^2)=\tfrac12(S_j+1)=E_j.$$
Because $S_j$ commutes with every $S_i$, it commutes with every $E_i$. It can therefore be moved through $P$ to its own factor, where it disappears:
$$S_jP=E_1\cdots E_{j-1}\,(S_jE_j)\,E_{j+1}\cdots E_k=P.$$

**Hermiticity.** Each $E_j$ is Hermitian, so $P^\dagger=E_k\cdots E_1$. The factors commute, and the reversed product equals $P$.

**Fixed vectors.** If $S_jv=v$ for all $j$, then $E_jv=\tfrac12(v+v)=v$ for all $j$, hence $Pv=v$. Conversely, if $Pv=v$, then $S_jv=S_jPv=Pv=v$.

**Idempotence.** For any $v$, the vector $w=Pv$ satisfies $S_jw=S_jPv=Pv=w$. By the previous step $Pw=w$, that is, $P^2v=Pv$. Since $v$ was arbitrary, $P^2=P$.

## Counting the dimension by a trace

If $g$ is a product of generators, repeated absorption gives $gP=P$. For $g=-1$ this reads $-P=P$, so $P=0$, and only the zero vector passes all the checks.

For the dimension, expand the product:
$$P=\frac1{2^k}\sum_{J\subseteq\{1,\dots,k\}}\ \prod_{j\in J}S_j,$$
with the factors in list order. Under the trace condition only the empty subset contributes, with $\operatorname{tr}1=d$, so $2^k\operatorname{tr}P=d$. The trace of a projector is the dimension of its range, and the range of $P$ is the code space.

For $X\otimes X$ and $Z\otimes Z$ we have $d=4$ and $k=2$, so the dimension is one. The normalised vector $(|00\rangle+|11\rangle)/\sqrt2$ spans the space: $X\otimes X$ exchanges its two terms, and $Z\otimes Z$ leaves each unchanged.

## Checks that do not commute, and checks that repeat

Take $S_1=X$ and $S_2=Z$ on one qubit. Both are Hermitian involutions, but they anticommute, and
$$P=\tfrac12(1+X)\,\tfrac12(1+Z)=\begin{pmatrix}\tfrac12&0\\ \tfrac12&0\end{pmatrix},\qquad P^2=\tfrac12P.$$
This $P$ is neither Hermitian nor idempotent, so without commutation both properties can fail.

In the dimension formula, tracelessness of each single generator is not enough. The list $Z,Z$ has a one-dimensional code space in $d=2$, whereas $1\cdot2^2\neq2$. The product $Z\cdot Z=1$ has trace 2 and violates the condition.

## The Lean file

```lean
import Mathlib

open Matrix

namespace StabilizerProjector

noncomputable section

variable {n : Type*} [Fintype n] [DecidableEq n]

/-- A list of stabilizer generators: Hermitian matrices that square to one and commute
pairwise. -/
structure StabilizerGenerators (L : List (Matrix n n ℂ)) : Prop where
  hermitian : ∀ S ∈ L, S.IsHermitian
  involutive : ∀ S ∈ L, S * S = 1
  commute : ∀ S ∈ L, ∀ T ∈ L, S * T = T * S

/-- The operator `(1 + S) / 2` built from one generator `S`. -/
def halfSum (S : Matrix n n ℂ) : Matrix n n ℂ := (1 / 2 : ℂ) • (1 + S)

/-- The product of the operators `(1 + S) / 2` over a list of generators. -/
def codeProjector : List (Matrix n n ℂ) → Matrix n n ℂ
  | [] => 1
  | S :: L => halfSum S * codeProjector L

/-- The code space: all vectors `v` with `S v = v` for every generator `S` in the list. -/
def codeSpace (L : List (Matrix n n ℂ)) : Submodule ℂ (n → ℂ) where
  carrier := {v | ∀ S ∈ L, S *ᵥ v = v}
  add_mem' := by
    intro v w hv hw S hS
    rw [Matrix.mulVec_add, hv S hS, hw S hS]
  zero_mem' := by
    intro S _
    exact Matrix.mulVec_zero S
  smul_mem' := by
    intro c v hv S hS
    rw [Matrix.mulVec_smul, hv S hS]

/-- An operator that commutes with `S` commutes with `(1 + S) / 2`. -/
theorem mul_halfSum_comm {A S : Matrix n n ℂ} (h : A * S = S * A) :
    A * halfSum S = halfSum S * A := by
  unfold halfSum
  rw [mul_smul_comm, smul_mul_assoc, mul_add, add_mul, mul_one, one_mul, h]

/-- An operator that commutes with every generator commutes with the product of the
`(1 + S) / 2`. -/
theorem mul_codeProjector_comm {A : Matrix n n ℂ} {L : List (Matrix n n ℂ)}
    (h : ∀ T ∈ L, A * T = T * A) : A * codeProjector L = codeProjector L * A := by
  induction L with
  | nil => rw [codeProjector, mul_one, one_mul]
  | cons T L ih =>
    rw [codeProjector, ← mul_assoc, mul_halfSum_comm (h T (by simp)), mul_assoc,
      ih (fun R hR => h R (List.mem_cons_of_mem _ hR)), mul_assoc]

/-- Each stabilizer generator is absorbed by the product of the `(1 + S) / 2`: `S P = P`. -/
theorem generator_mul_codeProjector {L : List (Matrix n n ℂ)} (h : StabilizerGenerators L)
    {S : Matrix n n ℂ} (hS : S ∈ L) : S * codeProjector L = codeProjector L := by
  induction L with
  | nil => simp at hS
  | cons T L ih =>
    rw [codeProjector]
    rcases List.mem_cons.1 hS with hST | hS'
    · -- the generator meets its own factor: S (1 + S) = S + 1
      have hE : S * halfSum T = halfSum T := by
        rw [hST]
        unfold halfSum
        rw [mul_smul_comm, mul_add, mul_one, h.involutive T (by simp), add_comm]
      rw [← mul_assoc, hE]
    · -- otherwise it moves past the first factor
      rw [← mul_assoc, mul_halfSum_comm (h.commute S hS T (by simp)), mul_assoc,
        ih ⟨fun A hA => h.hermitian A (List.mem_cons_of_mem _ hA),
          fun A hA => h.involutive A (List.mem_cons_of_mem _ hA),
          fun A hA B hB => h.commute A (List.mem_cons_of_mem _ hA) B
            (List.mem_cons_of_mem _ hB)⟩ hS']

/-- For commuting Hermitian generators the product of the `(1 + S) / 2` is Hermitian. -/
theorem codeProjector_isHermitian {L : List (Matrix n n ℂ)}
    (hH : ∀ S ∈ L, S.IsHermitian) (hC : ∀ S ∈ L, ∀ T ∈ L, S * T = T * S) :
    (codeProjector L).IsHermitian := by
  induction L with
  | nil =>
    rw [codeProjector]
    exact Matrix.isHermitian_one
  | cons S L ih =>
    have hE : (halfSum S)ᴴ = halfSum S := by
      unfold halfSum
      rw [Matrix.conjTranspose_smul, Matrix.conjTranspose_add, Matrix.conjTranspose_one,
        (hH S (by simp)).eq]
      simp
    have hP := ih (fun A hA => hH A (List.mem_cons_of_mem _ hA))
      (fun A hA B hB => hC A (List.mem_cons_of_mem _ hA) B (List.mem_cons_of_mem _ hB))
    rw [codeProjector, Matrix.IsHermitian, Matrix.conjTranspose_mul, hP.eq, hE]
    exact mul_halfSum_comm (mul_codeProjector_comm
      (fun T hT => hC S (by simp) T (List.mem_cons_of_mem _ hT))).symm

/-- For pairwise commuting Hermitian involutions, the product of the `(1 + S) / 2` is an
orthogonal projector, and it fixes exactly the vectors with `S v = v` for every generator. -/
theorem codeProjector_spec {L : List (Matrix n n ℂ)} (h : StabilizerGenerators L) :
    (codeProjector L).IsHermitian ∧ codeProjector L * codeProjector L = codeProjector L ∧
      ∀ v : n → ℂ, codeProjector L *ᵥ v = v ↔ ∀ S ∈ L, S *ᵥ v = v := by
  -- a stabilized vector passes unchanged through every factor
  have fixed : ∀ (K : List (Matrix n n ℂ)) (v : n → ℂ), (∀ S ∈ K, S *ᵥ v = v) →
      codeProjector K *ᵥ v = v := by
    intro K v hv
    induction K with
    | nil => rw [codeProjector, Matrix.one_mulVec]
    | cons S K ih =>
      rw [codeProjector, ← Matrix.mulVec_mulVec,
        ih (fun T hT => hv T (List.mem_cons_of_mem _ hT))]
      unfold halfSum
      rw [Matrix.smul_mulVec, Matrix.add_mulVec, Matrix.one_mulVec, hv S (by simp)]
      module
  refine ⟨codeProjector_isHermitian h.hermitian h.commute, ?_, fun v => ⟨?_, fixed L v⟩⟩
  · -- every vector P v is stabilized, so P (P v) = P v
    apply Matrix.toLin'.injective
    refine LinearMap.ext fun v => ?_
    rw [Matrix.toLin'_apply, Matrix.toLin'_apply, ← Matrix.mulVec_mulVec]
    refine fixed L _ fun S hS => ?_
    rw [Matrix.mulVec_mulVec, generator_mul_codeProjector h hS]
  · intro hv S hS
    rw [← hv, Matrix.mulVec_mulVec, generator_mul_codeProjector h hS]

/-- If `-1` is a product of stabilizer generators, the projector vanishes. -/
theorem codeProjector_eq_zero {L : List (Matrix n n ℂ)} (h : StabilizerGenerators L)
    (hneg : (-1 : Matrix n n ℂ) ∈ Submonoid.closure {S | S ∈ L}) : codeProjector L = 0 := by
  have key : ∀ g ∈ Submonoid.closure {S | S ∈ L}, g * codeProjector L = codeProjector L := by
    intro g hg
    induction hg using Submonoid.closure_induction with
    | mem x hx => exact generator_mul_codeProjector h hx
    | one => exact one_mul _
    | mul x y _ _ hx hy => rw [mul_assoc, hy, hx]
  have hP := key (-1) hneg
  rw [neg_one_mul] at hP
  calc codeProjector L = (1 / 2 : ℂ) • (codeProjector L + codeProjector L) := by module
    _ = (1 / 2 : ℂ) • (codeProjector L + -codeProjector L) := by rw [hP]
    _ = 0 := by simp

/-- If `A` times any product over a nonempty sublist of the `k` matrices in `L` is traceless,
then `2 ^ k * tr (A P) = tr A`, with `P` the product of the `(1 + S) / 2`. -/
theorem trace_mul_codeProjector (A : Matrix n n ℂ) (L : List (Matrix n n ℂ))
    (h : ∀ l : List (Matrix n n ℂ), l.Sublist L → l ≠ [] → (A * l.prod).trace = 0) :
    (A * codeProjector L).trace * 2 ^ L.length = A.trace := by
  induction L generalizing A with
  | nil => simp [codeProjector]
  | cons S L ih =>
    have h1 := ih A (fun l hl hn => h l (hl.cons S) hn)
    have h2 := ih (A * S) (fun l hl _ => by
      have h' := h (S :: l) (List.cons_sublist_cons.2 hl) (by simp)
      rwa [List.prod_cons, ← mul_assoc] at h')
    have h3 : (A * S).trace = 0 := by simpa using h [S] (by simp) (by simp)
    -- split off the first factor
    have e : A * (halfSum S * codeProjector L)
        = (1 / 2 : ℂ) • (A * codeProjector L + A * S * codeProjector L) := by
      unfold halfSum
      simp only [smul_mul_assoc, mul_smul_comm, add_mul, mul_add, one_mul, mul_assoc]
    rw [codeProjector, e, Matrix.trace_smul, Matrix.trace_add, List.length_cons, pow_succ,
      smul_eq_mul]
    linear_combination h1 + h2 + h3

/-- If all products over nonempty sublists of the `k` stabilizer generators are traceless, the
code space has dimension `d / 2 ^ k`, written as `dim * 2 ^ k = d`. -/
theorem finrank_codeSpace {L : List (Matrix n n ℂ)} (h : StabilizerGenerators L)
    (hind : ∀ l : List (Matrix n n ℂ), l.Sublist L → l ≠ [] → l.prod.trace = 0) :
    Module.finrank ℂ (codeSpace L) * 2 ^ L.length = Fintype.card n := by
  have hP : LinearMap.IsProj (codeSpace L) (Matrix.toLin' (codeProjector L)) := by
    constructor
    · intro v
      change ∀ S ∈ L, S *ᵥ (codeProjector L *ᵥ v) = codeProjector L *ᵥ v
      intro S hS
      rw [Matrix.mulVec_mulVec, generator_mul_codeProjector h hS]
    · intro v hv
      rw [Matrix.toLin'_apply]
      exact ((codeProjector_spec h).2.2 v).2 hv
  -- the trace of a projector is the dimension of its range
  have ht := hP.trace
  rw [LinearMap.trace_eq_matrix_trace ℂ (Pi.basisFun ℂ n), LinearMap.toMatrix_eq_toMatrix',
    LinearMap.toMatrix'_toLin'] at ht
  have hc := trace_mul_codeProjector 1 L (fun l hl hn => by
    rw [one_mul]
    exact hind l hl hn)
  rw [one_mul, ht, Matrix.trace_one] at hc
  exact_mod_cast hc

/-- The two-qubit operator `X ⊗ X` in the basis 00, 01, 10, 11. -/
def pauliXX : Matrix (Fin 4) (Fin 4) ℂ :=
  !![0, 0, 0, 1; 0, 0, 1, 0; 0, 1, 0, 0; 1, 0, 0, 0]

/-- The two-qubit operator `Z ⊗ Z` in the basis 00, 01, 10, 11. -/
def pauliZZ : Matrix (Fin 4) (Fin 4) ℂ :=
  !![1, 0, 0, 0; 0, -1, 0, 0; 0, 0, -1, 0; 0, 0, 0, 1]

/-- `X ⊗ X` and `Z ⊗ Z` are stabilizer generators, and all products over nonempty sublists
of them are traceless. -/
theorem stabilizerGenerators_witness :
    StabilizerGenerators [pauliXX, pauliZZ] ∧
      ∀ l : List (Matrix (Fin 4) (Fin 4) ℂ), l.Sublist [pauliXX, pauliZZ] → l ≠ [] →
        l.prod.trace = 0 := by
  have c : pauliXX * pauliZZ = pauliZZ * pauliXX := by
    ext i j
    fin_cases i <;> fin_cases j <;>
      simp [pauliXX, pauliZZ, Matrix.mul_apply, Fin.sum_univ_four]
  refine ⟨⟨?_, ?_, ?_⟩, ?_⟩
  · simp only [List.mem_cons, List.not_mem_nil, or_false]
    rintro S (rfl | rfl) <;> refine Matrix.IsHermitian.ext fun i j => ?_ <;>
      fin_cases i <;> fin_cases j <;> simp [pauliXX, pauliZZ]
  · simp only [List.mem_cons, List.not_mem_nil, or_false]
    rintro S (rfl | rfl) <;> ext i j <;> fin_cases i <;> fin_cases j <;>
      simp [pauliXX, pauliZZ, Matrix.mul_apply, Fin.sum_univ_four]
  · simp only [List.mem_cons, List.not_mem_nil, or_false]
    rintro S (rfl | rfl) T (rfl | rfl)
    exacts [rfl, c, c.symm, rfl]
  · intro l hl hn
    have hm := List.mem_sublists'.2 hl
    simp only [List.sublists'_cons, List.sublists'_nil, List.map_cons, List.map_nil,
      List.cons_append, List.nil_append, List.mem_cons, List.not_mem_nil, or_false] at hm
    rcases hm with rfl | rfl | rfl | rfl
    · exact absurd rfl hn
    all_goals simp [pauliXX, pauliZZ, Matrix.trace, Fin.sum_univ_four]

/-- The common `+1` eigenspace of `X ⊗ X` and `Z ⊗ Z` on two qubits is one-dimensional. -/
theorem finrank_codeSpace_XX_ZZ :
    Module.finrank ℂ (codeSpace [pauliXX, pauliZZ]) = 1 := by
  have h : Module.finrank ℂ (codeSpace [pauliXX, pauliZZ]) * 2 ^ 2 = 4 := by
    simpa only [List.length_cons, List.length_nil, Fintype.card_fin, zero_add,
      Nat.reduceAdd] using
      finrank_codeSpace stabilizerGenerators_witness.1 stabilizerGenerators_witness.2
  omega

end

end StabilizerProjector
```

```lean
#print axioms StabilizerProjector.codeProjector_spec
-- 'StabilizerProjector.codeProjector_spec' depends on axioms: [propext, Classical.choice, Quot.sound]
#print axioms StabilizerProjector.codeProjector_eq_zero
-- 'StabilizerProjector.codeProjector_eq_zero' depends on axioms: [propext, Classical.choice, Quot.sound]
#print axioms StabilizerProjector.finrank_codeSpace_XX_ZZ
-- 'StabilizerProjector.finrank_codeSpace_XX_ZZ' depends on axioms: [propext, Classical.choice, Quot.sound]
```

## Induction along the list of generators

The recursive definition of `codeProjector` replaces the indexed product, so the basic facts about this product are proved by induction on the list, splitting off the first factor.

`mul_halfSum_comm` and `mul_codeProjector_comm` carry commutation from the generators to one factor and then to the whole product. `generator_mul_codeProjector` is the absorption rule $SP=P$. Its induction step has two cases: either $S$ is the head of the list and the involution property gives $SE=E$, or $S$ lies in the tail, passes the first factor and is absorbed by the induction hypothesis.

`codeProjector_isHermitian` writes $P=EP'$, with $E$ the first factor and $P'$ the product over the tail. Taking the adjoint gives $P'E$, and the commutation lemmas restore the order. Only Hermiticity and commutation enter here.

Inside `codeProjector_spec`, the auxiliary statement `fixed` shows that a vector stabilized by every matrix in a list is fixed by the corresponding product. It needs none of the three conditions on the generators. Idempotence is then proved as above, by comparing $P^2$ and $P$ on every vector; the passage through `Matrix.toLin'` turns the matrix equation into that comparison. The remaining direction rewrites $v$ as $Pv$ and applies absorption.

`codeProjector_eq_zero` extends absorption from generators to all their products by `Submonoid.closure_induction`, and then uses $-P=P$.

## A trace identity with an extra matrix

The sum over subsets does not appear in the Lean proof. `trace_mul_codeProjector` proves instead that $2^k\operatorname{tr}(AP)=\operatorname{tr}A$ whenever $A$ times each product over a nonempty sublist is traceless. The matrix $A$ is there for the induction. Splitting off the first generator $S$ gives
$$AEP'=\tfrac12(AP'+ASP'),$$
and the induction hypothesis is used twice, once with $A$ and once with $AS$. The second use yields $\operatorname{tr}(AS)$, which vanishes by assumption. The final `linear_combination` adds these three equations.

`finrank_codeSpace` sets $A=1$. It first shows that $P$ maps every vector into the code space and fixes the vectors already there, which is Mathlib's `LinearMap.IsProj`; the trace of such a map is the dimension of the subspace.

## The two-qubit matrices

`pauliXX` and `pauliZZ` are entered as explicit $4\times4$ matrices in the basis 00, 01, 10, 11, not built as tensor products. `stabilizerGenerators_witness` checks the matrix identities entry by entry. For the trace condition it lists the four sublists, discards the empty one and computes the three remaining traces. In `finrank_codeSpace_XX_ZZ` the general formula becomes $\dim\cdot2^2=4$, and `omega` concludes that the dimension is one.
